# The Kerker correction on a periodic ring with nonzero screening is unique, neutral and diagonal in Fourier space

Q: Before I trust any theorem here, I want the conventions. What is the ring, and what acts on it?

A: There are $n\ge 1$ sites, labelled by `ZMod n`, the integers modulo $n$, so site $n-1$ has site $0$ as its right neighbour. A density or residual is a complex function on the sites.

```lean
import Mathlib

open ComplexConjugate

namespace KerkerRing

noncomputable section

variable {n : ℕ} [NeZero n]
```

The Laplacian is $(Lu)_j = 2u_j-u_{j+1}-u_{j-1}$. It has the sign of $-d^2/dx^2$, and the lattice spacing is one.

```lean
/-- The discrete Laplacian on a periodic ring of `n` sites,
`(L u)_j = 2 u_j - u_(j+1) - u_(j-1)`. -/
def laplacian : (ZMod n → ℂ) →ₗ[ℂ] (ZMod n → ℂ) where
  toFun u j := 2 * u j - u (j + 1) - u (j - 1)
  map_add' u v := by
    funext j
    simp only [Pi.add_apply]
    ring
  map_smul' c u := by
    funext j
    simp only [Pi.smul_apply, smul_eq_mul, RingHom.id_apply]
    ring
```

Q: With two sites, both neighbours are the same site.

A: Then it is counted twice, and $(Lu)_j=2u_j-2u_{j+1}$. With one site, $L=0$. The theorems hold in both cases.

The screening parameter $q_0$ is a real number, an inverse length in units of the inverse spacing. It sets the wavelength above which the preconditioner damps strongly. The screened operator is $L+q_0^2$.

```lean
/-- The screened operator `L + q0²`. -/
def screened (q0 : ℝ) : (ZMod n → ℂ) →ₗ[ℂ] (ZMod n → ℂ) :=
  laplacian + ((q0 : ℂ) ^ 2) • LinearMap.id
```

Q: And the Fourier side?

A: For an integer $m$, the mode is $\varphi^{(m)}_j=e^{2\pi i m j/n}$, where `j.val` is the representative of $j$ between $0$ and $n-1$.

```lean
/-- The Fourier mode `exp(2πi m j / n)` on a ring of `n` sites, `n` nonzero. -/
def mode (m : ℤ) (j : ZMod n) : ℂ :=
  Complex.exp (2 * Real.pi * Complex.I * m * (j.val : ℂ) / n)
```

Its Laplacian eigenvalue will turn out to be $l=4\sin^2(\pi m/n)$; at this stage that is only a definition.

```lean
/-- The number `l = 4 sin²(π m / n)`, for nonzero `n`. -/
def eigenvalue (n : ℕ) (m : ℤ) : ℝ := 4 * Real.sin (Real.pi * m / n) ^ 2
```

The amplitude is $\hat f_m=\sum_j e^{-2\pi i mj/n}f_j$, without a prefactor. With a factor $1/n$ or $1/\sqrt n$ in front, every relation below between amplitudes stays the same. Likewise, the normalised mode $\varphi^{(m)}/\sqrt n$ has the same eigenvalue.

```lean
/-- The discrete Fourier amplitude `∑_j exp(-2πi m j / n) f_j`. -/
def amplitude (m : ℤ) (f : ZMod n → ℂ) : ℂ := ∑ j, mode (-m) j * f j
```

Q: Where is Kerker in this? I know the factor $q^2/(q^2+q_0^2)$ for plane waves in three dimensions.

A: Given a residual $R$, solve $(L+q_0^2)u=q_0^2R$ and use $R-u$ as the density correction. This is a one-dimensional lattice version, with $l$ in place of $q^2$. For $|m|$ much smaller than $n$, $l\approx(2\pi m/n)^2$, which is the familiar $q^2$. In self-consistent field calculations such a filter serves to damp long-wavelength charge sloshing; the result describes the filter on a finite ring, not the convergence of a Kohn–Sham calculation.

Q: Start with charge. Why does $L$ create none?

A: Moving every label by one only reorders a sum over the ring, so $\sum_j f_{j+1}=\sum_j f_j$.

```lean
/-- A sum over the ring does not change when all sites are shifted by one. -/
theorem sum_shift (f : ZMod n → ℂ) : ∑ j, f (j + 1) = ∑ j, f j :=
  Equiv.sum_comp (Equiv.addRight (1 : ZMod n)) f
```

Hence $\sum_j(Lu)_j=2\sum_ju_j-\sum_ju_j-\sum_ju_j=0$. The Lean proof applies the shift lemma to $u_j$ and to $u_{j-1}$, and `linear_combination` subtracts the first identity from the second.

```lean
/-- The Laplacian of any function on the ring has zero total charge. -/
theorem sum_laplacian (u : ZMod n → ℂ) : ∑ j, laplacian u j = 0 := by
  have h1 := sum_shift u
  have h2 := sum_shift (fun j => u (j - 1))
  simp only [add_sub_cancel_right] at h2
  change ∑ j, (2 * u j - u (j + 1) - u (j - 1)) = 0
  rw [Finset.sum_sub_distrib, Finset.sum_sub_distrib, ← Finset.mul_sum]
  linear_combination h2 - h1
```

Q: Uniqueness needs more than that.

A: It needs positivity. Expand the squared difference between neighbours:
$$|u_{j+1}-u_j|^2=|u_{j+1}|^2-\bar u_{j+1}u_j-\bar u_ju_{j+1}+|u_j|^2 .$$
Sum over $j$ and shift the first two terms back by one site:
$$\sum_j|u_{j+1}-u_j|^2=\sum_j\bar u_j(2u_j-u_{j+1}-u_{j-1})=\sum_j\bar u_j(Lu)_j .$$
In the code, `h3` is the expansion, `h4` writes out the right-hand side, and `h1` and `h2` are the two shifts.

```lean
/-- Summation by parts: the quadratic form of the Laplacian is the sum of the squared
differences between neighbouring sites. -/
theorem laplacian_energy (u : ZMod n → ℂ) :
    ∑ j, conj (u j) * laplacian u j = ((∑ j, ‖u (j + 1) - u j‖ ^ 2 : ℝ) : ℂ) := by
  have h1 := sum_shift (fun j => conj (u j) * u j)
  have h2 := sum_shift (fun j => conj (u j) * u (j - 1))
  simp only [add_sub_cancel_right] at h2
  have h3 : ∀ j, ((‖u (j + 1) - u j‖ ^ 2 : ℝ) : ℂ) = conj (u (j + 1)) * u (j + 1)
      - conj (u (j + 1)) * u j - conj (u j) * u (j + 1) + conj (u j) * u j := by
    intro j
    rw [← Complex.normSq_eq_norm_sq, ← Complex.mul_conj, map_sub]
    ring
  have h4 : ∀ j, conj (u j) * laplacian u j = conj (u j) * u j + conj (u j) * u j
      - conj (u j) * u (j + 1) - conj (u j) * u (j - 1) := by
    intro j
    change conj (u j) * (2 * u j - u (j + 1) - u (j - 1)) = _
    ring
  rw [Complex.ofReal_sum, Finset.sum_congr rfl (fun j _ => h3 j),
    Finset.sum_congr rfl (fun j _ => h4 j)]
  simp only [Finset.sum_add_distrib, Finset.sum_sub_distrib]
  linear_combination h2 - h1
```

Now suppose $(L+q_0^2)u=0$. Multiply by $\bar u_j$ and sum:
$$\sum_j|u_{j+1}-u_j|^2+q_0^2\sum_j|u_j|^2=0 .$$
Both terms are non-negative, so both vanish, and $q_0\neq0$ gives $u=0$. The Lean proof does the same: `r` is this equation between real numbers, and `hd` is the vanishing of $\sum_j|u_j|^2$.

```lean
/-- For `q0 > 0` the screened operator `L + q0²` is injective. -/
theorem screened_injective {q0 : ℝ} (hq : 0 < q0) :
    Function.Injective (screened (n := n) q0) := by
  rw [injective_iff_map_eq_zero]
  intro u hu
  have e : ∀ j, conj (u j) * screened q0 u j
      = conj (u j) * laplacian u j + (q0 : ℂ) ^ 2 * ((‖u j‖ ^ 2 : ℝ) : ℂ) := by
    intro j
    rw [← Complex.normSq_eq_norm_sq, ← Complex.mul_conj]
    change conj (u j) * (laplacian u j + (q0 : ℂ) ^ 2 * u j) = _
    ring
  have s : ∑ j, conj (u j) * screened q0 u j = 0 := by simp [hu]
  rw [Finset.sum_congr rfl (fun j _ => e j), Finset.sum_add_distrib, ← Finset.mul_sum,
    laplacian_energy] at s
  -- the energy is a sum of two non-negative parts, so both vanish
  have r : ∑ j, ‖u (j + 1) - u j‖ ^ 2 + q0 ^ 2 * ∑ j, ‖u j‖ ^ 2 = 0 := by
    exact_mod_cast s
  have ha : 0 ≤ ∑ j, ‖u (j + 1) - u j‖ ^ 2 := Finset.sum_nonneg fun j _ => sq_nonneg _
  have hb : 0 ≤ ∑ j, ‖u j‖ ^ 2 := Finset.sum_nonneg fun j _ => sq_nonneg _
  have hc : q0 ^ 2 * ∑ j, ‖u j‖ ^ 2 = 0 := by
    linarith [mul_nonneg (sq_nonneg q0) hb]
  have hd := (mul_eq_zero.mp hc).resolve_left (pow_pos hq 2).ne'
  funext j
  have hj := (Finset.sum_eq_zero_iff_of_nonneg (fun i _ => sq_nonneg ‖u i‖)).mp hd j
    (Finset.mem_univ j)
  simpa using hj
```

Q: What goes wrong without screening?

A: At $q_0=0$ every constant function is sent to zero, so uniqueness requires $q_0\ne0$. Taking $q_0$ positive is a convention, since only $q_0^2$ enters.

Q: Your mode uses a representative between $0$ and $n-1$. Does the phase survive the jump from the last site to the first?

A: Yes, because $e^{2\pi i m}=1$. With $\theta=2\pi m/n$, we have $\varphi^{(m)}_{j\pm1}=e^{\pm i\theta}\varphi^{(m)}_j$ at every site, so
$$(L\varphi^{(m)})_j=(2-2\cos\theta)\,\varphi^{(m)}_j=4\sin^2(\theta/2)\,\varphi^{(m)}_j=l\,\varphi^{(m)}_j .$$
In Lean, `hχ` identifies the mode with Mathlib's additive character on `ZMod n`, which settles the jump. `hp` and `hm` are the two phase relations, and the last line does the trigonometry.

```lean
/-- Each Fourier mode is an eigenvector of the ring Laplacian with eigenvalue
`4 sin²(π m / n)`. -/
theorem laplacian_mode (m : ℤ) :
    laplacian (mode (n := n) m) = (eigenvalue n m : ℂ) • mode m := by
  have hχ : ∀ j : ZMod n, mode m j = ZMod.stdAddChar ((m : ZMod n) * j) := by
    intro j
    have hc : ((m * (j.val : ℤ) : ℤ) : ZMod n) = (m : ZMod n) * j := by
      rw [Int.cast_mul, Int.cast_natCast, ZMod.natCast_zmod_val]
    rw [← hc, ZMod.stdAddChar_coe, mode, Int.cast_mul, Int.cast_natCast]
    congr 1
    ring
  -- a shift by one site multiplies the mode by a phase
  have hp : ∀ j : ZMod n, mode m (j + 1)
      = mode m j * Complex.exp (2 * (Real.pi * m / n) * Complex.I) := by
    intro j
    rw [hχ, hχ, mul_add, mul_one, AddChar.map_add_eq_mul, ZMod.stdAddChar_coe m]
    congr 2
    ring
  have hm : ∀ j : ZMod n, mode m (j - 1)
      = mode m j * Complex.exp (-(2 * (Real.pi * m / n)) * Complex.I) := by
    intro j
    have h := hp (j - 1)
    rw [sub_add_cancel] at h
    rw [h, mul_assoc, ← Complex.exp_add]
    simp
  have he : (eigenvalue n m : ℂ) = 4 * Complex.sin (Real.pi * m / n) ^ 2 := by
    simp [eigenvalue]
  funext j
  change 2 * mode m j - mode m (j + 1) - mode m (j - 1) = (eigenvalue n m : ℂ) * mode m j
  rw [hp, hm, he]
  linear_combination mode m j * (Complex.two_cos (2 * (Real.pi * m / n))
    - 2 * Complex.cos_two_mul (Real.pi * m / n)
    - 4 * Complex.sin_sq_add_cos_sq (Real.pi * m / n))
```

Q: That handles a pure mode. A real residual is a mixture.

A: Then take amplitudes. A shift moves each displacement from $f$ to the mode:
$$\sum_j\varphi^{(-m)}_jf_{j\pm1}=\sum_j\varphi^{(-m)}_{j\mp1}f_j .$$
So the amplitude of $Lf$ is $\sum_j(L\varphi^{(-m)})_jf_j=l\hat f_m$, because $l$ is even in $m$. The shifts are `s1` and `s2`, and `e` is the eigenvalue equation for mode $-m$.

```lean
/-- The Laplacian multiplies the Fourier amplitude `m` of any function by
`4 sin²(π m / n)`. -/
theorem amplitude_laplacian (m : ℤ) (f : ZMod n → ℂ) :
    amplitude m (laplacian f) = eigenvalue n m * amplitude m f := by
  have s1 := sum_shift (fun j => mode (-m) j * f (j - 1))
  have s2 := sum_shift (fun j => mode (-m) (j - 1) * f j)
  simp only [add_sub_cancel_right] at s1 s2
  have hev : eigenvalue n (-m) = eigenvalue n m := by
    simp [eigenvalue, neg_div]
  have e : ∀ j : ZMod n, 2 * mode (-m) j - mode (-m) (j + 1) - mode (-m) (j - 1)
      = (eigenvalue n m : ℂ) * mode (-m) j := by
    intro j
    rw [← hev]
    exact congrFun (laplacian_mode (-m)) j
  have hl : ∀ j, mode (-m) j * laplacian f j = 2 * (mode (-m) j * f j)
      - mode (-m) j * f (j + 1) - mode (-m) j * f (j - 1) := by
    intro j
    change mode (-m) j * (2 * f j - f (j + 1) - f (j - 1)) = _
    ring
  have hr : ∀ j, (eigenvalue n m : ℂ) * (mode (-m) j * f j) = 2 * (mode (-m) j * f j)
      - mode (-m) (j + 1) * f j - mode (-m) (j - 1) * f j := by
    intro j
    linear_combination -f j * e j
  unfold amplitude
  rw [Finset.mul_sum, Finset.sum_congr rfl (fun j _ => hl j),
    Finset.sum_congr rfl (fun j _ => hr j)]
  simp only [Finset.sum_sub_distrib]
  linear_combination s1 - s2
```

Q: So far you have studied $L$ and $u$. The mixing step uses $R-u$.

A: It obeys its own equation:
$$(L+q_0^2)(R-u)=LR+q_0^2R-q_0^2R=LR .$$

```lean
omit [NeZero n] in
/-- If `(L + q0²) u = q0² R`, the correction `R - u` solves `(L + q0²)(R - u) = L R`. -/
theorem screened_correction {q0 : ℝ} {R u : ZMod n → ℂ}
    (hu : screened q0 u = (q0 : ℂ) ^ 2 • R) : screened q0 (R - u) = laplacian R := by
  rw [map_sub, hu]
  change laplacian R + (q0 : ℂ) ^ 2 • R - (q0 : ℂ) ^ 2 • R = laplacian R
  rw [add_sub_cancel_right]
```

Everything now follows.

- **Existence.** An injective linear map from a finite-dimensional space to itself is surjective, so a solution $u$ exists, and injectivity makes it unique.
- **Charge.** Summing the last equation over the ring removes both Laplacian terms and leaves $q_0^2\sum_j(R_j-u_j)=0$. Hence the correction is neutral.
- **Amplitudes.** The equation for $u$ gives $(l+q_0^2)\hat u_m=q_0^2\hat R_m$. Since $l+q_0^2>0$,
$$\hat R_m-\hat u_m=\hat R_m-\frac{q_0^2}{l+q_0^2}\hat R_m=\frac{l}{l+q_0^2}\,\hat R_m .$$

Q: How does the formal statement say this?

A: For every $q_0>0$ and every $R$, `∃! u` says that exactly one $u$ solves the equation. The second part says that any $u$ solving it has $\sum_j(R_j-u_j)=0$ and satisfies the amplitude formula for every integer $m$. Neutrality of $R$ is not assumed; the preconditioner removes any net charge. The three bullets of the proof are the three items above.

```lean
/-- Kerker preconditioning on a ring: for `q0 > 0` the equation `(L + q0²) u = q0² R` has
exactly one solution, `R - u` has zero total charge, and each Fourier amplitude of `R - u`
is that of `R` times `l / (l + q0²)`, with `l = 4 sin²(π m / n)`. -/
theorem kerker_preconditioner {q0 : ℝ} (hq : 0 < q0) (R : ZMod n → ℂ) :
    (∃! u, screened q0 u = (q0 : ℂ) ^ 2 • R) ∧
    ∀ u, screened q0 u = (q0 : ℂ) ^ 2 • R →
      ∑ j, (R j - u j) = 0 ∧
      ∀ m : ℤ, amplitude m (R - u)
        = ((eigenvalue n m / (eigenvalue n m + q0 ^ 2) : ℝ) : ℂ) * amplitude m R := by
  have hinj := screened_injective (n := n) hq
  refine ⟨?_, fun u hu => ⟨?_, fun m => ?_⟩⟩
  · -- in finite dimension an injective operator is also surjective
    obtain ⟨u, hu⟩ := LinearMap.injective_iff_surjective.mp hinj ((q0 : ℂ) ^ 2 • R)
    exact ⟨u, hu, fun v hv => hinj (hv.trans hu.symm)⟩
  · -- sum the equation for the correction over the ring
    have h : ∑ j, (laplacian (R - u) j + (q0 : ℂ) ^ 2 * (R - u) j) = ∑ j, laplacian R j :=
      Finset.sum_congr rfl fun j _ => congrFun (screened_correction hu) j
    rw [Finset.sum_add_distrib, sum_laplacian, sum_laplacian, ← Finset.mul_sum,
      zero_add] at h
    have hq2 : (q0 : ℂ) ^ 2 ≠ 0 := pow_ne_zero 2 (Complex.ofReal_ne_zero.mpr hq.ne')
    exact (mul_eq_zero.mp h).resolve_left hq2
  · -- take the Fourier amplitude of the equation for `u`
    have hj : ∀ j, laplacian u j + (q0 : ℂ) ^ 2 * u j = (q0 : ℂ) ^ 2 * R j := congrFun hu
    have hc : amplitude m (laplacian u) + (q0 : ℂ) ^ 2 * amplitude m u
        = (q0 : ℂ) ^ 2 * amplitude m R := by
      unfold amplitude
      rw [Finset.mul_sum, Finset.mul_sum, ← Finset.sum_add_distrib]
      refine Finset.sum_congr rfl fun j _ => ?_
      linear_combination mode (-m) j * hj j
    rw [amplitude_laplacian] at hc
    have hs : amplitude m (R - u) = amplitude m R - amplitude m u := by
      simp [amplitude, mul_sub, Finset.sum_sub_distrib]
    have hpos : 0 < eigenvalue n m + q0 ^ 2 := by
      unfold eigenvalue
      positivity
    have hne : (eigenvalue n m : ℂ) + (q0 : ℂ) ^ 2 ≠ 0 := by
      exact_mod_cast hpos.ne'
    rw [hs, Complex.ofReal_div, Complex.ofReal_add, Complex.ofReal_pow,
      div_mul_eq_mul_div, eq_div_iff hne]
    linear_combination -hc
```

Q: My densities are real, and yours are complex.

A: Real ones are included. If $R$ is real, the complex conjugate of $u$ solves the same equation, so by uniqueness $u$ is real too.

Q: Can I have the formula for functions instead of amplitudes?

A: If $R=\varphi^{(m)}$, yes: $R-u=\frac{l}{l+q_0^2}R$ at every site. Apply $L+q_0^2$ to both sides. The left gives $L\varphi^{(m)}=l\varphi^{(m)}$ by the equation for the correction, and the right gives $\frac{l}{l+q_0^2}(l+q_0^2)\varphi^{(m)}=l\varphi^{(m)}$. Injectivity then makes the two sides equal, and the Lean proof takes this route.

```lean
/-- For `q0 > 0` and a residual `R` that is the Fourier mode `m`, the solution `u` of
`(L + q0²) u = q0² R` gives `R - u = l / (l + q0²) R`, with `l = 4 sin²(π m / n)`. -/
theorem kerker_on_mode {q0 : ℝ} (hq : 0 < q0) (m : ℤ) {u : ZMod n → ℂ}
    (hu : screened q0 u = (q0 : ℂ) ^ 2 • mode m) :
    mode m - u = ((eigenvalue n m / (eigenvalue n m + q0 ^ 2) : ℝ) : ℂ) • mode m := by
  have hpos : 0 < eigenvalue n m + q0 ^ 2 := by
    unfold eigenvalue
    positivity
  have hne : (eigenvalue n m : ℂ) + (q0 : ℂ) ^ 2 ≠ 0 := by
    exact_mod_cast hpos.ne'
  -- both sides have the same image under the injective screened operator
  apply screened_injective hq
  rw [screened_correction hu, map_smul]
  change laplacian (mode m) = _ • (laplacian (mode m) + (q0 : ℂ) ^ 2 • mode m)
  rw [laplacian_mode, ← add_smul, smul_smul, Complex.ofReal_div, Complex.ofReal_add,
    Complex.ofReal_pow, div_mul_cancel₀ _ hne]
```

Q: None of this tells me that the step is a good one.

A: That depends on how the residual responds to the density, so a response law has to be assumed. Let $\rho$ be the input density, $R$ the output density minus the input, and $\rho_s$ the target, a self-consistent density: with $\rho_s$ as input, the output is $\rho_s$ again. In linear Thomas–Fermi screening, an input error $\delta_m$ in a mode with $l\neq0$ changes the output by $-(q_0^2/l)\,\delta_m$, so $\hat R_m=-(1+q_0^2/l)\,\delta_m$. Multiplying by $l$ gives the hypothesis `hR`:
$$LR=-(L+q_0^2)(\rho-\rho_s).$$
Summed over the ring, it also forces $\rho$ and $\rho_s$ to carry the same total charge.

Then $(L+q_0^2)(R-u)=LR=-(L+q_0^2)(\rho-\rho_s)$, and injectivity gives $R-u=-(\rho-\rho_s)$. One full step lands on the target: $\rho+(R-u)=\rho_s$.

```lean
/-- Let `q0 > 0` and let the residual at density `ρ` obey the linear screening law
`L R = -(L + q0²)(ρ - ρs)`. Then one full Kerker step with the same `q0` leads from `ρ`
exactly to `ρs`. -/
theorem kerker_one_step {q0 : ℝ} (hq : 0 < q0) {ρ ρs R u : ZMod n → ℂ}
    (hR : laplacian R = -screened q0 (ρ - ρs))
    (hu : screened q0 u = (q0 : ℂ) ^ 2 • R) : ρ + (R - u) = ρs := by
  have h : R - u = -(ρ - ρs) := by
    apply screened_injective hq
    rw [screened_correction hu, hR, map_neg]
  rw [h]
  abel

end

end KerkerRing
```

```lean
#print axioms KerkerRing.kerker_preconditioner
#print axioms KerkerRing.kerker_on_mode
#print axioms KerkerRing.kerker_one_step
```

```
'KerkerRing.kerker_preconditioner' depends on axioms: [propext, Classical.choice, Quot.sound]
'KerkerRing.kerker_on_mode' depends on axioms: [propext, Classical.choice, Quot.sound]
'KerkerRing.kerker_one_step' depends on axioms: [propext, Classical.choice, Quot.sound]
```

Q: That assumes the material screens with exactly the $q_0$ I typed in.

A: It does, and it also assumes a strictly linear response. A real metal meets both conditions only approximately, and an insulator screens differently at long wavelengths.

Q: And if I take a shorter step?

A: The same argument answers that. For a mixing parameter $\alpha$, inserting $R-u=-(\rho-\rho_s)$ gives
$$\rho+\alpha(R-u)-\rho_s=(1-\alpha)(\rho-\rho_s),$$
so under this law every Fourier component of the error is multiplied by the same factor $1-\alpha$. The Lean theorem states the case $\alpha=1$.
